# The mean energy of N equally spaced levels as a difference of two uniform-band energies

The theorem `meanEnergy_eq` concerns one system in the canonical ensemble with `N ≥ 1` nondegenerate levels at dimensionless energies `k/N`, for `k = 0, ..., N-1`, and dimensionless inverse temperature `b > 0`. Its mean energy, normalised by the partition sum, is shown to equal `c(b) - c(b/N)/N` exactly, where `c(b) = 1/b - 1/(exp b - 1)` is the mean energy of a uniform band on `[0,1]`. The subtracted term is the mean energy, at the same `b`, of a uniform band on `[0,1/N]`. The proof writes the Boltzmann weights as powers of `q = exp(-b/N)` and expresses the sum of `k q^k` through the partition sum `S`, the sum of `q^k`. It then replaces `1 - exp(-b)` by `(1 - q) S` and finishes with algebra that divides by `1 - q` and `S`, both nonzero.

This version doesn't compile in Lean 4 with Mathlib:

```lean
import Mathlib

open Filter Topology

namespace UniformLadderLimits

noncomputable section

/-- The partition sum of the levels `k/N`, `k = 0, ..., N-1`, at inverse temperature `b`. -/
def partitionSum (N : ℕ) (b : ℝ) : ℝ :=
  ∑ k ∈ Finset.range N, Real.exp (-b * ((k : ℝ) / N))

/-- The canonical mean energy of the levels `k/N`, `k = 0, ..., N-1`. -/
def meanEnergy (N : ℕ) (b : ℝ) : ℝ :=
  (∑ k ∈ Finset.range N, ((k : ℝ) / N) * Real.exp (-b * ((k : ℝ) / N))) / partitionSum N b

/-- The expression `1/b - 1/(exp b - 1)`; for nonzero `b` it is the mean energy of a uniform band on
`[0,1]`. -/
def continuumEnergy (b : ℝ) : ℝ := 1 / b - 1 / (Real.exp b - 1)

/-- For real `q`, `1 - q` times the sum of `k q^k` over `k < n` equals `q` times the sum of `q^k`
over `k < n`, minus `n q^n`. -/
theorem weighted_index_sum (q : ℝ) (n : ℕ) :
    (1 - q) * ∑ k ∈ Finset.range n, (k : ℝ) * q ^ k
      = q * ∑ k ∈ Finset.range n, q ^ k - n * q ^ n := by
  induction n with
  | zero => simp
  | succ n ih =>
    rw [Finset.sum_range_succ, Finset.sum_range_succ, mul_add, ih]
    push_cast
    ring

/-- For `N ≥ 1` and `b > 0`, the mean energy of `N` levels is the continuum value at `b` minus `1/N`
times the continuum value at `b/N`. -/
theorem meanEnergy_eq {N : ℕ} (hN : 1 ≤ N) {b : ℝ} (hb : 0 < b) :
    meanEnergy N b = continuumEnergy b - continuumEnergy (b / N) / N := by
  have hn : (0 : ℝ) < N := by exact_mod_cast hN
  have hw : ∀ k : ℕ, Real.exp (-b * ((k : ℝ) / N)) = Real.exp (-(b / N)) ^ k := by
    intro k
    rw [← Real.exp_nat_mul]
    congr 1
    ring
  have hQ : Real.exp (-(b / N)) ^ N = Real.exp (-b) := by
    rw [← Real.exp_nat_mul]
    congr 1
    field_simp
  have inv_form : ∀ x : ℝ, 0 < x →
      1 / (Real.exp x - 1) = Real.exp (-x) / (1 - Real.exp (-x)) := by
    intro x hx
    have a1 : 1 < Real.exp x := Real.one_lt_exp_iff.2 hx
    have a2 : Real.exp (-x) < 1 := Real.exp_lt_one (by linarith)
    have a3 : Real.exp (-x) * Real.exp x = 1 := by rw [← Real.exp_add]; simp
    rw [div_eq_div_iff (by linarith) (by linarith)]
    linear_combination -a3
  have hq : Real.exp (-(b / N)) < 1 := Real.exp_lt_one (by have := div_pos hb hn; linarith)
  have hd : 1 - Real.exp (-(b / N)) ≠ 0 := by linarith
  have hS : (∑ k ∈ Finset.range N, Real.exp (-(b / N)) ^ k) ≠ 0 :=
    (Finset.sum_pos (fun k _ => pow_pos (Real.exp_pos _) k)
      ⟨0, Finset.mem_range.2 hN⟩).ne'
  have hgeo := mul_neg_geom_sum (Real.exp (-(b / N))) N
  have hT := weighted_index_sum (Real.exp (-(b / N))) N
  rw [hQ] at hgeo hT
  have hnum : (∑ k ∈ Finset.range N, ((k : ℝ) / N) * Real.exp (-(b / N)) ^ k)
      = (∑ k ∈ Finset.range N, (k : ℝ) * Real.exp (-(b / N)) ^ k) / N := by
    rw [Finset.sum_div]
    exact Finset.sum_congr rfl (fun k _ => by ring)
  have alg : ∀ d S q Q n : ℝ, d ≠ 0 → S ≠ 0 → n ≠ 0 →
      (q * S - n * Q) / d / n / S = 1 / b - Q / (d * S) - (1 / (b / n) - q / d) / n := by
    intro d S q Q n h1 h2 h3
    field_simp <;> ring
  unfold meanEnergy partitionSum continuumEnergy
  simp only [hw]
  rw [hnum, inv_form b hb, inv_form (b / N) (div_pos hb hn), ← hgeo,
    eq_div_of_mul_eq hd ((mul_comm _ _).trans hT)]
  exact alg _ _ _ _ _ hd hS hn.ne'

end

end UniformLadderLimits
```

The compiler's answer:

```
Main.lean:51:35: error(lean.unknownIdentifier): Unknown constant `Real.exp_lt_one`
Main.lean:55:39: error(lean.unknownIdentifier): Unknown constant `Real.exp_lt_one`
```

Cause. Both messages say the same thing: Lean finds no constant called `Real.exp_lt_one`. The proof calls it twice to show that the exponential of a negative number is below 1, first for `exp (-x)` in `inv_form`, then for `exp (-(b / N))` in `hq`. The mathematics is right in both places; only the name is missing.

The repair uses `Real.exp_lt_one_iff`, which states that `exp x < 1` holds exactly when `x < 0`. Being an equivalence, it is applied through `.2`, the direction that turns a proof of `x < 0` into the bound wanted.

The other changes are tidying. In `hq`, the negativity of `-(b / N)` is now given directly by `neg_lt_zero.2 (div_pos hb hn)` instead of by `linarith` from the same positivity fact. In `alg`, `field_simp <;> ring` becomes two successive steps. No message complains of either.

After these edits no error is left:

```diff
@@ -49,9 +49,10 @@
     intro x hx
     have a1 : 1 < Real.exp x := Real.one_lt_exp_iff.2 hx
-    have a2 : Real.exp (-x) < 1 := Real.exp_lt_one (by linarith)
+    have a2 : Real.exp (-x) < 1 := Real.exp_lt_one_iff.2 (by linarith)
     have a3 : Real.exp (-x) * Real.exp x = 1 := by rw [← Real.exp_add]; simp
     rw [div_eq_div_iff (by linarith) (by linarith)]
     linear_combination -a3
-  have hq : Real.exp (-(b / N)) < 1 := Real.exp_lt_one (by have := div_pos hb hn; linarith)
+  have hq : Real.exp (-(b / N)) < 1 :=
+    Real.exp_lt_one_iff.2 (neg_lt_zero.2 (div_pos hb hn))
   have hd : 1 - Real.exp (-(b / N)) ≠ 0 := by linarith
   have hS : (∑ k ∈ Finset.range N, Real.exp (-(b / N)) ^ k) ≠ 0 :=
@@ -68,5 +69,6 @@
       (q * S - n * Q) / d / n / S = 1 / b - Q / (d * S) - (1 / (b / n) - q / d) / n := by
     intro d S q Q n h1 h2 h3
-    field_simp <;> ring
+    field_simp
+    ring
   unfold meanEnergy partitionSum continuumEnergy
   simp only [hw]
```
